# At most one solution with Im G ≤ 0 of the Bethe-lattice CPA equation for Im z > 0

Let an alloy on the Bethe lattice, in the limit of infinite coordination, have finitely many species a, with real site levels e_a and probabilities p_a. Let t be the real hopping parameter, scaled so that the bandwidth stays finite, and z a complex energy with Im z > 0. Every solution G of

G = ∑ₐ pₐ / (z − eₐ − t²G), with Im G ≤ 0,

satisfies

Im G < 0 and t² ∑ₐ pₐ / |z − eₐ − t²G|² < 1,

and any two such solutions are equal. For this non-interacting single-band model, a self-consistent G with the physical sign is therefore the only one, whatever starting value led to it. That a solution exists for every alloy is not part of the theorem.

## The alloy and its effective medium

The coherent potential approximation (CPA) replaces the random surroundings of a site by an averaged medium with site Green function G. On the Bethe lattice in the limit of infinite coordination, with the hopping scaled so that the bandwidth stays finite, the coupling of a site to this medium is t²G. The hopping is the same for all species; only the levels are random. In the code the species form a finite type `ι`.

```lean
import Mathlib

open Complex (I)
open ComplexConjugate

namespace BetheCPAUniqueness

noncomputable section

variable {ι : Type*} [Fintype ι]
```

The inverse propagator of a site of species a embedded in the medium is

Dₐ(G) = z − eₐ − t²G.

The levels and t are real numbers in Lean and are converted to complex ones where they meet z and G.

```lean
/-- Inverse propagator `z - e_a - t² G` of a site with level `e_a` on the Bethe lattice,
embedded in a medium with Green function `G`. -/
def cpaDenom (e : ι → ℝ) (t : ℝ) (z G : ℂ) (a : ι) : ℂ :=
  z - (e a : ℂ) - (t : ℂ) ^ 2 * G
```

Its reciprocal, averaged over the species, defines the CPA map

F(G) = ∑ₐ pₐ / Dₐ(G).

```lean
/-- Configurational average of the site propagators in the medium `G`. -/
def cpaMap (p e : ι → ℝ) (t : ℝ) (z G : ℂ) : ℂ :=
  ∑ a, (p a : ℂ) / cpaDenom e t z G a
```

The average of the squared moduli of the site propagators is a real weight,

W(G) = ∑ₐ pₐ / |Dₐ(G)|².

```lean
/-- Configurational average of the squared moduli of the site propagators. -/
def cpaWeight (p e : ι → ℝ) (t : ℝ) (z G : ℂ) : ℝ :=
  ∑ a, p a / ‖cpaDenom e t z G a‖ ^ 2
```

To compare two media G and G′, we also need the complex slope

K(G, G′) = t² ∑ₐ pₐ / (Dₐ(G) Dₐ(G′)).

```lean
/-- Averaged product of the site propagators in two media `G` and `G'`, times `t²`. -/
def cpaSlope (p e : ι → ℝ) (t : ℝ) (z G G' : ℂ) : ℂ :=
  (t : ℂ) ^ 2 * ∑ a, (p a : ℂ) / (cpaDenom e t z G a * cpaDenom e t z G' a)
```

A solution is a G with G = F(G) and Im G ≤ 0. The sign belongs to the retarded Green function, whose density of states −Im G/π must not be negative.

```lean
/-- `G` solves the Bethe-lattice CPA equation and has nonpositive imaginary part. -/
structure IsCPASolution (p e : ι → ℝ) (t : ℝ) (z G : ℂ) : Prop where
  self_consistent : G = cpaMap p e t z G
  im_nonpos : G.im ≤ 0
```

## One imaginary part for all species

Since eₐ and t² are real, the level drops out of the imaginary part:

Im Dₐ(G) = Im z − t² Im G.

```lean
omit [Fintype ι] in
/-- The imaginary part of the inverse site propagator is the same for all species. -/
theorem cpaDenom_im (e : ι → ℝ) (t : ℝ) (z G : ℂ) (a : ι) :
    (cpaDenom e t z G a).im = z.im - t ^ 2 * G.im := by
  rw [cpaDenom, ← Complex.ofReal_pow]
  simp only [Complex.sub_im, Complex.mul_im, Complex.ofReal_im, Complex.ofReal_re]
  ring
```

If Im z > 0 and Im G ≤ 0, the right-hand side is at least Im z, hence positive, and no Dₐ(G) can vanish. The proof assumes Dₐ(G) = 0, and `nlinarith` finds the contradiction from t²(−Im G) ≥ 0.

```lean
omit [Fintype ι] in
/-- In the upper half plane of energy, a medium with `Im G ≤ 0` gives no vanishing
inverse site propagator. -/
theorem cpaDenom_ne_zero (e : ι → ℝ) (t : ℝ) {z G : ℂ} (hz : 0 < z.im) (hG : G.im ≤ 0)
    (a : ι) : cpaDenom e t z G a ≠ 0 := by
  intro h
  have h1 := cpaDenom_im e t z G a
  rw [h, Complex.zero_im] at h1
  nlinarith [mul_nonneg (sq_nonneg t) (neg_nonneg.2 hG)]
```

For real pₐ, Im(pₐ/Dₐ) = −pₐ Im Dₐ / |Dₐ|². The common factor comes out of the sum:

Im F(G) = −(Im z − t² Im G) W(G).

This lemma needs no condition on the denominators, because Lean sets division by zero to zero on both sides.

```lean
/-- The imaginary part of the averaged propagator is minus the common imaginary part of the
inverse site propagators times the averaged squared modulus. -/
theorem cpaMap_im (p e : ι → ℝ) (t : ℝ) (z G : ℂ) :
    (cpaMap p e t z G).im = -(z.im - t ^ 2 * G.im) * cpaWeight p e t z G := by
  rw [cpaMap, Complex.im_sum, cpaWeight, Finset.mul_sum]
  refine Finset.sum_congr rfl fun a _ => ?_
  rw [Complex.div_im, Complex.ofReal_im, Complex.ofReal_re, cpaDenom_im, Complex.sq_norm]
  ring
```

## Comparing two media

For each species,

1/Dₐ(G) − 1/Dₐ(G′) = (Dₐ(G′) − Dₐ(G)) / (Dₐ(G) Dₐ(G′)), and Dₐ(G′) − Dₐ(G) = t²(G − G′).

Multiplying by pₐ and summing gives

F(G) − F(G′) = K(G, G′)(G − G′).

Here the denominators must be nonzero, which is why the lemma assumes Im z > 0 and both signs.

```lean
/-- For `Im z > 0` and two media with `Im G ≤ 0` and `Im G' ≤ 0`, the averaged propagators differ by
the slope times `G - G'`. -/
theorem cpaMap_sub (p e : ι → ℝ) (t : ℝ) {z G G' : ℂ} (hz : 0 < z.im)
    (hG : G.im ≤ 0) (hG' : G'.im ≤ 0) :
    cpaMap p e t z G - cpaMap p e t z G' = cpaSlope p e t z G G' * (G - G') := by
  rw [cpaMap, cpaMap, cpaSlope, ← Finset.sum_sub_distrib, Finset.mul_sum, Finset.sum_mul]
  refine Finset.sum_congr rfl fun a _ => ?_
  have h := cpaDenom_ne_zero e t hz hG a
  have h' := cpaDenom_ne_zero e t hz hG' a
  have hd : cpaDenom e t z G' a - cpaDenom e t z G a = (t : ℂ) ^ 2 * (G - G') := by
    unfold cpaDenom
    ring
  calc (p a : ℂ) / cpaDenom e t z G a - (p a : ℂ) / cpaDenom e t z G' a
      = (p a : ℂ) / (cpaDenom e t z G a * cpaDenom e t z G' a)
          * (cpaDenom e t z G' a - cpaDenom e t z G a) := by
        rw [div_sub_div _ _ h h']
        ring
    _ = _ := by
        rw [hd]
        ring
```

The triangle inequality bounds |K| by the sum of the moduli of its terms. For each term, expanding (1/|Dₐ(G)| − 1/|Dₐ(G′)|)² ≥ 0 gives

1/(|Dₐ(G)| |Dₐ(G′)|) ≤ ½ (1/|Dₐ(G)|² + 1/|Dₐ(G′)|²).

With pₐ ≥ 0 it follows that

|K(G, G′)| ≤ t² (W(G) + W(G′))/2.

In the code, `key` is the nonnegative square multiplied by pₐ.

```lean
/-- For nonnegative `p_a`, the modulus of the slope is at most `t²` times the mean of the two
averaged squared moduli. -/
theorem norm_cpaSlope_le (p e : ι → ℝ) (t : ℝ) (z G G' : ℂ) (hp : ∀ a, 0 ≤ p a) :
    ‖cpaSlope p e t z G G'‖ ≤
      t ^ 2 * ((cpaWeight p e t z G + cpaWeight p e t z G') / 2) := by
  rw [cpaSlope, norm_mul, norm_pow, Complex.norm_real, Real.norm_eq_abs, sq_abs]
  refine mul_le_mul_of_nonneg_left ?_ (sq_nonneg t)
  refine (norm_sum_le _ _).trans ?_
  rw [cpaWeight, cpaWeight, ← Finset.sum_add_distrib, Finset.sum_div]
  refine Finset.sum_le_sum fun a _ => ?_
  -- arithmetic-geometric inequality for each species
  rw [norm_div, norm_mul, Complex.norm_real, Real.norm_of_nonneg (hp a)]
  have key := mul_nonneg (hp a)
    (sq_nonneg (‖cpaDenom e t z G a‖⁻¹ - ‖cpaDenom e t z G' a‖⁻¹))
  simp only [div_eq_mul_inv, mul_inv, ← inv_pow]
  nlinarith [key]
```

## The two strict inequalities and uniqueness

Let G be a solution. The probabilities sum to one, so some pₐ is positive and W(G) > 0. Inserting G = F(G) into the formula for the imaginary part gives

Im G = −(Im z − t² Im G) W(G) < 0.

Collecting the terms in Im G yields

Im G (1 − t²W(G)) = −Im z · W(G).

The right-hand side is negative and so is Im G; hence 1 − t²W(G) > 0. This is the second inequality.

If G and G′ are both solutions, then

G − G′ = F(G) − F(G′) = K(G, G′)(G − G′).

If they were different, K(G, G′) would equal 1. But |K(G, G′)| is at most the mean of t²W(G) and t²W(G′), both below one. So G = G′.

The theorem states both parts as a conjunction. Its hypotheses `hp`, `hp1` and `hz` say that the pₐ are nonnegative, that they sum to one, and that Im z > 0. Species with zero probability, equal levels and t = 0 are all allowed. In the proof, `bounds` holds the two inequalities, `hbal` is the rearranged balance of imaginary parts, and `hK` is the forced value K = 1.

```lean
/-- For probabilities `p_a` and `Im z > 0`, every CPA solution with `Im G ≤ 0` has `Im G < 0` and
`t² ∑ p_a / |z - e_a - t² G|² < 1`, and any two such solutions coincide. -/
theorem bethe_cpa_unique (p e : ι → ℝ) (t : ℝ) {z : ℂ} (hp : ∀ a, 0 ≤ p a)
    (hp1 : ∑ a, p a = 1) (hz : 0 < z.im) :
    (∀ G, IsCPASolution p e t z G → G.im < 0 ∧ t ^ 2 * cpaWeight p e t z G < 1) ∧
    (∀ G G', IsCPASolution p e t z G → IsCPASolution p e t z G' → G = G') := by
  have bounds : ∀ G, IsCPASolution p e t z G →
      G.im < 0 ∧ t ^ 2 * cpaWeight p e t z G < 1 := by
    intro G h
    -- some species is present, so the weight is positive
    have hex : ∃ a, 0 < p a := by
      by_contra hc
      have h0 : ∑ a, p a ≤ 0 :=
        Finset.sum_nonpos fun a _ => le_of_not_gt fun ha => hc ⟨a, ha⟩
      linarith
    obtain ⟨b, hb⟩ := hex
    have hS : 0 < cpaWeight p e t z G :=
      Finset.sum_pos' (fun a _ => div_nonneg (hp a) (sq_nonneg _))
        ⟨b, Finset.mem_univ b,
          div_pos hb (pow_pos (norm_pos_iff.2 (cpaDenom_ne_zero e t hz h.im_nonpos b)) 2)⟩
    have him := cpaMap_im p e t z G
    rw [← h.self_consistent] at him
    have hpos : 0 < z.im - t ^ 2 * G.im := by
      nlinarith [mul_nonneg (sq_nonneg t) (neg_nonneg.2 h.im_nonpos)]
    have hneg : G.im < 0 := by
      have := mul_pos hpos hS
      linarith
    refine ⟨hneg, lt_of_not_ge fun hc => ?_⟩
    have hbal : G.im * (1 - t ^ 2 * cpaWeight p e t z G)
        = -(z.im * cpaWeight p e t z G) := by
      linear_combination him
    nlinarith [mul_nonneg (neg_nonneg.2 hneg.le) (sub_nonneg.2 hc), mul_pos hz hS]
  refine ⟨bounds, fun G G' h h' => ?_⟩
  by_contra hne
  -- two distinct solutions would force the slope to be one
  have hK : cpaSlope p e t z G G' = 1 := by
    apply mul_right_cancel₀ (sub_ne_zero.2 hne)
    rw [one_mul, ← cpaMap_sub p e t hz h.im_nonpos h'.im_nonpos,
      ← h.self_consistent, ← h'.self_consistent]
  have hle := norm_cpaSlope_le p e t z G G' hp
  rw [hK, norm_one] at hle
  linarith [(bounds G h).2, (bounds G' h').2]
```

## The slope at the solution

Differentiating each term of F gives t²pₐ/Dₐ(G)², so F′(G) = K(G, G). The bound on the slope with G′ = G then reads

|F′(G)| ≤ t²W(G) < 1.

By the usual fixed-point argument, plain iteration G → F(G) converges when started close enough to a solution; the theorem below supplies the derivative and its bound, not the convergence.

```lean
/-- For probabilities `p_a` and `Im z > 0`, the map `G ↦ ∑ p_a / (z - e_a - t² G)` has at a CPA
solution the derivative `cpaSlope p e t z G G`, of modulus less than one. -/
theorem cpaMap_deriv_lt_one (p e : ι → ℝ) (t : ℝ) {z G : ℂ} (hp : ∀ a, 0 ≤ p a)
    (hp1 : ∑ a, p a = 1) (hz : 0 < z.im) (h : IsCPASolution p e t z G) :
    HasDerivAt (cpaMap p e t z) (cpaSlope p e t z G G) G ∧
      ‖cpaSlope p e t z G G‖ < 1 := by
  constructor
  · have hD : ∀ a, HasDerivAt (fun g => cpaDenom e t z g a) (-(t : ℂ) ^ 2) G := by
      intro a
      have h1 := ((hasDerivAt_id' G).const_mul ((t : ℂ) ^ 2)).const_sub (z - (e a : ℂ))
      exact h1.congr_deriv (by ring)
    have hterm : ∀ a, HasDerivAt (fun g => (p a : ℂ) / cpaDenom e t z g a)
        ((t : ℂ) ^ 2 * ((p a : ℂ) / (cpaDenom e t z G a * cpaDenom e t z G a))) G := by
      intro a
      have h1 := (hasDerivAt_const G (p a : ℂ)).fun_div (hD a)
        (cpaDenom_ne_zero e t hz h.im_nonpos a)
      exact h1.congr_deriv (by ring)
    have hsum := HasDerivAt.fun_sum (u := Finset.univ) (fun a _ => hterm a)
    rw [cpaSlope, Finset.mul_sum]
    exact hsum
  · have hle := norm_cpaSlope_le p e t z G G hp
    linarith [((bethe_cpa_unique p e t hp hp1 hz).1 G h).2]
```

## Symmetric alloys at imaginary energy

Suppose that a permutation σ of the species preserves the probabilities and reverses the levels, e_σ(a) = −eₐ, and that Re z = 0 with Im z > 0 as before. Write G* for the complex conjugate. Since z* = −z,

Dₐ(−G*) = −(D_σ(a)(G))*.

Averaging and relabelling the species by σ gives F(−G*) = −F(G)* = −G*. The mirror image −G* has the same imaginary part as G, so it is also a solution. Uniqueness forces −G* = G, that is, Re G = 0.

```lean
/-- If a permutation of the species preserves their probabilities and reverses their levels, and `z`
lies on the positive imaginary axis, every CPA solution has real part zero. -/
theorem re_eq_zero_of_symmetric (p e : ι → ℝ) (t : ℝ) {z G : ℂ} (hp : ∀ a, 0 ≤ p a)
    (hp1 : ∑ a, p a = 1) (hz : 0 < z.im) (hre : z.re = 0) (σ : ι ≃ ι)
    (hpσ : ∀ a, p (σ a) = p a) (heσ : ∀ a, e (σ a) = -e a)
    (h : IsCPASolution p e t z G) : G.re = 0 := by
  have hzc : conj z = -z := by
    apply Complex.ext <;> simp [hre]
  have hden : ∀ a, cpaDenom e t z (-conj G) a = -conj (cpaDenom e t z G (σ a)) := by
    intro a
    simp only [cpaDenom, map_sub, map_mul, map_pow, Complex.conj_ofReal, hzc, heσ]
    push_cast
    ring
  have hs : ∑ a, (p (σ a) : ℂ) / cpaDenom e t z G (σ a) = cpaMap p e t z G :=
    Equiv.sum_comp σ (fun a => (p a : ℂ) / cpaDenom e t z G a)
  -- the mirror image of the solution is again a solution
  have hsol : IsCPASolution p e t z (-conj G) := by
    refine ⟨?_, by simpa using h.im_nonpos⟩
    calc -conj G = -conj (cpaMap p e t z G) := by rw [← h.self_consistent]
      _ = cpaMap p e t z (-conj G) := by
        rw [← hs, map_sum, ← Finset.sum_neg_distrib, cpaMap]
        refine Finset.sum_congr rfl fun a _ => ?_
        rw [hden, hpσ, map_div₀, Complex.conj_ofReal, div_neg]
  have heq := congrArg Complex.re ((bethe_cpa_unique p e t hp hp1 hz).2 _ _ h hsol)
  simp only [Complex.neg_re, Complex.conj_re] at heq
  linarith
```

## An equimolar binary alloy in numbers

Take levels 1 and −1 with probability ½ each, t = 1 and z = i/2. The symmetry suggests an imaginary G; try G = −i/2. The inverse propagators are

i/2 − 1 + i/2 = i − 1 and i/2 + 1 + i/2 = i + 1,

and their averaged reciprocals are

½/(i − 1) + ½/(i + 1) = (−1 − i)/4 + (1 − i)/4 = −i/2,

as required. Both inverse propagators have squared modulus 2, so t²W = ½, below one. The slope at the solution is even smaller:

K(G, G) = ½ (1/(−2i) + 1/(2i)) = 0.

Clearing denominators turns the self-consistency equation into a cubic, whose other two roots are G = (±√7 + 3i)/4. Both have Im G > 0, so it is the sign condition that selects −i/2. The code checks that −i/2 is a solution in the sense defined above.

```lean
/-- The equimolar binary alloy with levels `1` and `-1` and `t = 1` has the CPA solution
`G = -i/2` at `z = i/2`. -/
theorem binary_alloy_witness :
    IsCPASolution (fun _ : Bool => 1 / 2) (fun b => if b then 1 else -1) 1
      (I / 2) (-I / 2) := by
  have hm : (I - 1 : ℂ) ≠ 0 := fun h => by
    have := congrArg Complex.im h
    simp at this
  have hq : (I + 1 : ℂ) ≠ 0 := fun h => by
    have := congrArg Complex.im h
    simp at this
  have h1 : cpaDenom (fun b : Bool => if b then 1 else -1) 1 (I / 2) (-I / 2) true
      = I - 1 := by
    show I / 2 - ((1 : ℝ) : ℂ) - ((1 : ℝ) : ℂ) ^ 2 * (-I / 2) = I - 1
    push_cast
    ring
  have h2 : cpaDenom (fun b : Bool => if b then 1 else -1) 1 (I / 2) (-I / 2) false
      = I + 1 := by
    show I / 2 - ((-1 : ℝ) : ℂ) - ((1 : ℝ) : ℂ) ^ 2 * (-I / 2) = I + 1
    push_cast
    ring
  have ha : (1 / 2 : ℂ) / (I - 1) = (-1 - I) / 4 := by
    rw [div_eq_iff hm]
    linear_combination (1 / 4 : ℂ) * Complex.I_sq
  have hb : (1 / 2 : ℂ) / (I + 1) = (1 - I) / 4 := by
    rw [div_eq_iff hq]
    linear_combination (1 / 4 : ℂ) * Complex.I_sq
  refine ⟨?_, by norm_num⟩
  rw [cpaMap, Fintype.sum_bool, h1, h2]
  push_cast
  linear_combination -ha - hb
```

## Two solutions at a real energy

The condition Im z > 0 matters. For a pure crystal with level 0 and t = 1 the equation is G = 1/(z − G), and its band is −2 ≤ z ≤ 2. At z = 5/2, outside the band,

1/(5/2 − 1/2) = 1/2 and 1/(5/2 − 2) = 2,

so G = 1/2 and G = 2 both solve it. Both have Im G = 0, which the condition Im G ≤ 0 admits. The values of t²W are 1/4 and 4, so the second solution also violates the bound that holds in the upper half plane.

```lean
/-- At the real energy `z = 5/2` the pure crystal with level `0` and `t = 1` has the two
solutions `G = 1/2` and `G = 2`, both with `Im G ≤ 0`. -/
theorem real_energy_two_solutions :
    IsCPASolution (fun _ : Unit => 1) (fun _ => 0) 1 (5 / 2) (1 / 2) ∧
      IsCPASolution (fun _ : Unit => 1) (fun _ => 0) 1 (5 / 2) 2 := by
  refine ⟨⟨?_, ?_⟩, ⟨?_, ?_⟩⟩ <;> norm_num [cpaMap, cpaDenom]

end

end BetheCPAUniqueness
```

```lean
#print axioms BetheCPAUniqueness.cpaMap_deriv_lt_one
#print axioms BetheCPAUniqueness.re_eq_zero_of_symmetric
#print axioms BetheCPAUniqueness.real_energy_two_solutions
```

```
'BetheCPAUniqueness.cpaMap_deriv_lt_one' depends on axioms: [propext, Classical.choice, Quot.sound]
'BetheCPAUniqueness.re_eq_zero_of_symmetric' depends on axioms: [propext, Classical.choice, Quot.sound]
'BetheCPAUniqueness.real_energy_two_solutions' depends on axioms: [propext, Classical.choice, Quot.sound]
```
